# Averaged over isotropic field directions, the P2 correlation after precession by a is (1 + 2 cos a + 2 cos 2a)/5

Q: Before any claim about nuclei, what are the objects and conventions?

A: Real vectors in three dimensions, with angles in radians. Components 0, 1, 2 of a `Fin 3 → ℝ` are $x, y, z$, and `⬝ᵥ` is the dot product.

```lean
import Mathlib

open Matrix Filter Topology

namespace RandomFieldCorrelation

noncomputable section
```

The correlation is measured by $P_2(x) = (3x^2-1)/2$.

```lean
/-- The second Legendre polynomial. -/
def legendreP2 (x : ℝ) : ℝ := (3 * x ^ 2 - 1) / 2
```

A static magnetic field along the unit vector $n$ turns the spin pattern by an angle $a$. For a vector $v$, Rodrigues' formula gives

$$R v = \cos a\; v + \sin a\; n\times v + (1-\cos a)(n\cdot v)\,n .$$

```lean
/-- Precession of the vector `v` by the angle `a` about the unit vector `n`
(Rodrigues' formula). -/
def precess (n : Fin 3 → ℝ) (a : ℝ) (v : Fin 3 → ℝ) : Fin 3 → ℝ :=
  Real.cos a • v + Real.sin a • (crossProduct n v) + ((1 - Real.cos a) * (n ⬝ᵥ v)) • n
```

The field direction has polar cosine $c$ and azimuth $\varphi$.

```lean
/-- The field direction with polar cosine `c` between -1 and 1 and azimuth `φ`. -/
def fieldAxis (c φ : ℝ) : Fin 3 → ℝ :=
  ![√(1 - c ^ 2) * Real.cos φ, √(1 - c ^ 2) * Real.sin φ, c]
```

Q: Is the average uniform over the sphere, or merely uniform in the polar angle?

A: Over the sphere. The solid angle element is $dc\,d\varphi$, because $c$ is the cosine, and the prefactor $1/4\pi$ normalises it.

```lean
/-- The average of a function of the field direction over the full solid angle. -/
def isotropicAverage (f : (Fin 3 → ℝ) → ℝ) : ℝ :=
  1 / (4 * Real.pi) * ∫ φ in (0 : ℝ)..(2 * Real.pi), ∫ c in (-1 : ℝ)..1, f (fieldAxis c φ)
```

In a perturbed angular correlation, two radiations emitted one after the other by the same nucleus are detected. The first singles out an axis for the spin, and the second is detected after the spin has precessed by $a$. Here both are detected along the same axis $d$, taken as $z$.

```lean
/-- The detection axis, taken along z. -/
def detector : Fin 3 → ℝ := ![0, 0, 1]
```

The random-field factor is the average of $P_2(d\cdot Rd)$. The closed formula is therefore something to prove, not part of the definition.

```lean
/-- The random-field factor: `P2` of the cosine between the detection axis and its image
after precession by `a`, averaged over all field directions. -/
def randomFieldFactor (a : ℝ) : ℝ :=
  isotropicAverage fun n => legendreP2 (detector ⬝ᵥ precess n a detector)
```

Q: A nucleus is a quantum spin. Why may you rotate a classical vector?

A: In a static magnetic field, with no other coupling, the spin's orientation pattern rotates rigidly, and rotating the axis describes that. The model has one field strength, so $a$ is the same for every direction. It leaves out quadrupole coupling, relaxation and a spread of field strengths. Within those limits, the formula gives the factor that multiplies the $P_2$ term in the perturbed angular correlation of a polycrystalline magnet with randomly oriented static fields. For detectors at an angle $\theta$ to each other, the isotropic average gives the same factor times $P_2(\cos\theta)$, by rotational symmetry; the Lean code treats only $\theta=0$. The anisotropy coefficient of the decay, which sets the size of that term, and any $P_4$ term are not modelled here.

Q: How do I know that `precess` is a rotation and not just a formula with that name?

A: One check is that it preserves length. The terms containing $n\times v$ are orthogonal to the others, and $|n\times v|^2 = v^2-(n\cdot v)^2$ for unit $n$. The coefficient of $(n\cdot v)^2$ in $|Rv|^2$ is then

$$-\sin^2 a + (1-\cos a)^2 + 2\cos a\,(1-\cos a) = 0,$$

which leaves $v^2$. In Lean, `linear_combination` combines $n\cdot n=1$ with $\sin^2a+\cos^2a=1$.

```lean
/-- Precession about a unit vector preserves the length of every vector. -/
theorem precess_length (n v : Fin 3 → ℝ) (a : ℝ) (hn : n ⬝ᵥ n = 1) :
    precess n a v ⬝ᵥ precess n a v = v ⬝ᵥ v := by
  simp only [dotProduct, Fin.sum_univ_three] at hn
  simp only [precess, cross_apply, dotProduct, Fin.sum_univ_three, Pi.add_apply,
    Pi.smul_apply, smul_eq_mul, Matrix.cons_val]
  -- Lagrange's identity for the cross product is contained in the polynomial identity
  linear_combination
    (Real.sin a ^ 2 * (v 0 * v 0 + v 1 * v 1 + v 2 * v 2)
      + (1 - Real.cos a) ^ 2 * (n 0 * v 0 + n 1 * v 1 + n 2 * v 2) ^ 2) * hn
    + ((v 0 * v 0 + v 1 * v 1 + v 2 * v 2)
      - (n 0 * v 0 + n 1 * v 1 + n 2 * v 2) ^ 2) * Real.sin_sq_add_cos_sq a
```

The axes used in the average are unit vectors, since $(1-c^2)(\cos^2\varphi+\sin^2\varphi)+c^2=1$ when $c^2\le 1$.

```lean
/-- The field direction is a unit vector when its polar cosine lies between -1 and 1. -/
theorem fieldAxis_unit (c φ : ℝ) (hc : c ^ 2 ≤ 1) :
    fieldAxis c φ ⬝ᵥ fieldAxis c φ = 1 := by
  have hs : √(1 - c ^ 2) ^ 2 = 1 - c ^ 2 := Real.sq_sqrt (by linarith)
  simp only [fieldAxis, dotProduct, Fin.sum_univ_three, Matrix.cons_val]
  linear_combination hs + √(1 - c ^ 2) ^ 2 * Real.sin_sq_add_cos_sq φ
```

These two theorems support the physical reading; the later proofs do not call them.

Q: Where does the argument of $P_2$ come from?

A: Dot the rotation formula with a unit vector $v$. The cross-product term vanishes, and with $c=n\cdot v$,

$$v\cdot Rv = \cos a + (1-\cos a)c^2 = c^2+(1-c^2)\cos a .$$

The Lean identity needs only $v$ to be a unit vector. You must also take $n$ as a unit vector to read it as a precession.

```lean
/-- For a unit vector `v` whose projection on the precession axis is `c`, the overlap of `v`
with its precessed image is `c² + (1 - c²) cos a`. -/
theorem overlap_after_precession (n v : Fin 3 → ℝ) (a : ℝ) (hv : v ⬝ᵥ v = 1) :
    v ⬝ᵥ precess n a v = (n ⬝ᵥ v) ^ 2 + (1 - (n ⬝ᵥ v) ^ 2) * Real.cos a := by
  simp only [dotProduct, Fin.sum_univ_three] at hv
  simp only [precess, cross_apply, dotProduct, Fin.sum_univ_three, Pi.add_apply,
    Pi.smul_apply, smul_eq_mul, Matrix.cons_val]
  linear_combination Real.cos a * hv
```

Q: Now do the polar integral without skipping steps.

A: Put $u=\cos a$. Then

$$P_2\big(u+(1-u)c^2\big) = \frac{3u^2-1}{2} + 3u(1-u)c^2 + \frac{3(1-u)^2}{2}c^4 .$$

Half the integral from $-1$ to $1$ replaces $c^2$ by $1/3$ and $c^4$ by $1/5$:

$$\frac{3u^2-1}{2}+u(1-u)+\frac{3(1-u)^2}{10} = \frac{4u^2+2u-1}{5}.$$

Since $2\cos 2a = 4u^2-2$, this is $(1+2\cos a+2\cos 2a)/5$.

The proof supplies the quintic antiderivative of the integrand, checks its derivative in `hF`, and takes the difference at the endpoints. The double-angle formula and `ring` finish the algebra.

```lean
/-- The average over the polar cosine of the field direction, in closed form. -/
theorem polar_average (a : ℝ) :
    1 / 2 * ∫ c in (-1 : ℝ)..1, legendreP2 (c ^ 2 + (1 - c ^ 2) * Real.cos a)
      = (1 + 2 * Real.cos a + 2 * Real.cos (2 * a)) / 5 := by
  -- an explicit antiderivative, a quintic polynomial in the polar cosine
  have hF : ∀ c : ℝ, HasDerivAt
      (fun x : ℝ => (3 * Real.cos a ^ 2 - 1) / 2 * x
        + Real.cos a * (1 - Real.cos a) * x ^ 3 + 3 * (1 - Real.cos a) ^ 2 / 10 * x ^ 5)
      (legendreP2 (c ^ 2 + (1 - c ^ 2) * Real.cos a)) c := by
    intro c
    have h3 : HasDerivAt (fun x : ℝ => x ^ 3) (3 * c ^ 2) c := by
      simpa using hasDerivAt_pow 3 c
    have h5 : HasDerivAt (fun x : ℝ => x ^ 5) (5 * c ^ 4) c := by
      simpa using hasDerivAt_pow 5 c
    refine ((((hasDerivAt_id' c).const_mul _).fun_add (h3.const_mul _)).fun_add
      (h5.const_mul _)).congr_deriv ?_
    unfold legendreP2
    ring
  rw [intervalIntegral.integral_eq_sub_of_hasDerivAt (fun c _ => hF c)
    (Continuous.intervalIntegrable (by unfold legendreP2; fun_prop) _ _), Real.cos_two_mul]
  ring
```

Q: That is a single integral. Does it settle the average over the sphere?

A: Yes. For the detection axis, $n\cdot d=c$, so the integrand does not depend on $\varphi$. The inner integral is twice the polar average, the azimuth contributes $2\pi$, and $2\cdot 2\pi/(4\pi)=1$. The proof substitutes the overlap formula, uses `polar_average` for the inner integral and cancels $\pi$.

```lean
/-- The random-field factor at precession angle `a` is `(1 + 2 cos a + 2 cos 2a) / 5`. -/
theorem randomFieldFactor_eq (a : ℝ) :
    randomFieldFactor a = (1 + 2 * Real.cos a + 2 * Real.cos (2 * a)) / 5 := by
  have hd : detector ⬝ᵥ detector = 1 := by
    simp [detector, dotProduct, Fin.sum_univ_three]
  have hc : ∀ c φ : ℝ, fieldAxis c φ ⬝ᵥ detector = c := by
    intro c φ
    simp [fieldAxis, detector, dotProduct, Fin.sum_univ_three]
  -- the integrand does not depend on the azimuth
  have hI : ∫ c in (-1 : ℝ)..1, legendreP2 (c ^ 2 + (1 - c ^ 2) * Real.cos a)
      = 2 * ((1 + 2 * Real.cos a + 2 * Real.cos (2 * a)) / 5) := by
    linarith [polar_average a]
  simp only [randomFieldFactor, isotropicAverage, overlap_after_precession _ _ _ hd, hc]
  rw [hI, intervalIntegral.integral_const, smul_eq_mul]
  linear_combination ((1 + 2 * Real.cos a + 2 * Real.cos (2 * a)) / 5)
    * mul_inv_cancel₀ Real.pi_ne_zero
```

At the limiting angle $a=0$ nothing has precessed, and the factor is $(1+2+2)/5=1$, as it should be.

Q: What changes if the field is perpendicular to the detection axis?

A: Then $c=0$ and the overlap is $\cos a$. Using $\cos^2a=(1+\cos 2a)/2$,

$$P_2(\cos a)=\frac{3\cos^2a-1}{2}=\frac14+\frac34\cos 2a .$$

No averaging is involved. The proof puts $n\cdot v=0$ into the overlap formula and expands.

```lean
/-- For a field perpendicular to the unit detection vector `v`, the `P2` correlation after
precession by `a` is `1/4 + (3/4) cos 2a`. -/
theorem perpendicular_field (n v : Fin 3 → ℝ) (a : ℝ) (hv : v ⬝ᵥ v = 1)
    (hnv : n ⬝ᵥ v = 0) :
    legendreP2 (v ⬝ᵥ precess n a v) = 1 / 4 + 3 / 4 * Real.cos (2 * a) := by
  rw [overlap_after_precession n v a hv, hnv, Real.cos_two_mul]
  unfold legendreP2
  ring
```

Q: Can random fields reverse the sign of the correlation?

A: Yes, but only down to $-1/4$. Completing the square gives

$$\frac{4u^2+2u-1}{5} = -\frac14+\frac{(4u+1)^2}{20},$$

so the minimum occurs exactly when $\cos a=-1/4$. The Lean proof establishes this identity first and reads both statements from it.

```lean
/-- The random-field factor is never below -1/4, and it equals -1/4 exactly when
`cos a = -1/4`. -/
theorem randomFieldFactor_min (a : ℝ) :
    -1 / 4 ≤ randomFieldFactor a ∧
      (randomFieldFactor a = -1 / 4 ↔ Real.cos a = -1 / 4) := by
  -- complete the square in cos a
  have h : randomFieldFactor a = -1 / 4 + (4 * Real.cos a + 1) ^ 2 / 20 := by
    rw [randomFieldFactor_eq, Real.cos_two_mul]
    ring
  rw [h]
  refine ⟨by linarith [sq_nonneg (4 * Real.cos a + 1)], fun h0 => ?_, fun h0 => ?_⟩
  · have hz : 4 * Real.cos a + 1 = 0 := pow_eq_zero_iff two_ne_zero |>.mp (by linarith)
    linarith
  · rw [h0]
    norm_num
```

Q: And at long times? The cosines never settle.

A: The factor itself keeps oscillating; its time average converges. With $a=\omega t$ and $\omega\neq0$,

$$\frac1T\int_0^T \frac{1+2\cos\omega t+2\cos2\omega t}{5}\,dt = \frac15+\frac{2\sin\omega T+\sin2\omega T}{5\omega T}.$$

The last numerator is at most 3 in size, so the second term vanishes as $T\to\infty$. What remains, $1/5$, is the hard-core value: the part of the correlation that random static fields do not average away. In the proof, `hint` is the integral, `hb` the bound by 3, and `squeeze_zero_norm'` gives the limit. The condition $\omega\ne0$ means that a field is actually acting; without precession the average would stay at 1.

```lean
/-- For precession at a nonzero frequency `ω`, the time average of the random-field factor
tends to the hard-core value 1/5 at long times. -/
theorem hard_core_value (ω : ℝ) (hω : ω ≠ 0) :
    Tendsto (fun T : ℝ => 1 / T * ∫ t in (0 : ℝ)..T, randomFieldFactor (ω * t))
      atTop (𝓝 (1 / 5)) := by
  simp only [randomFieldFactor_eq]
  have hF : ∀ t : ℝ, HasDerivAt
      (fun x : ℝ => 1 / 5 * x
        + (2 * Real.sin (ω * x) + Real.sin (2 * (ω * x))) * (5 * ω)⁻¹)
      ((1 + 2 * Real.cos (ω * t) + 2 * Real.cos (2 * (ω * t))) / 5) t := by
    intro t
    have h1 := (hasDerivAt_id' t).const_mul ω
    refine (((hasDerivAt_id' t).const_mul (1 / 5)).fun_add
      (((h1.sin.const_mul 2).fun_add (h1.const_mul 2).sin).mul_const _)).congr_deriv ?_
    linear_combination (2 / 5 * (Real.cos (ω * t) + Real.cos (2 * (ω * t))))
      * mul_inv_cancel₀ hω
  have hint : ∀ T : ℝ,
      ∫ t in (0 : ℝ)..T, (1 + 2 * Real.cos (ω * t) + 2 * Real.cos (2 * (ω * t))) / 5
      = 1 / 5 * T + (2 * Real.sin (ω * T) + Real.sin (2 * (ω * T))) * (5 * ω)⁻¹ := by
    intro T
    rw [intervalIntegral.integral_eq_sub_of_hasDerivAt (fun t _ => hF t)
      (Continuous.intervalIntegrable (by fun_prop) _ _)]
    simp
  -- the oscillating part stays bounded, so its share of the average dies out as 1/T
  have hb : ∀ T : ℝ, |2 * Real.sin (ω * T) + Real.sin (2 * (ω * T))| ≤ 3 := by
    intro T
    refine abs_le.mpr ⟨?_, ?_⟩
    · linarith [Real.neg_one_le_sin (ω * T), Real.neg_one_le_sin (2 * (ω * T))]
    · linarith [Real.sin_le_one (ω * T), Real.sin_le_one (2 * (ω * T))]
  have hbound : Tendsto (fun T : ℝ => T⁻¹ * (3 * |(5 * ω)⁻¹|)) atTop (𝓝 0) := by
    have h := (tendsto_inv_atTop_zero (𝕜 := ℝ)).mul_const (3 * |(5 * ω)⁻¹|)
    rwa [zero_mul] at h
  have hlim : Tendsto (fun T : ℝ =>
      T⁻¹ * ((2 * Real.sin (ω * T) + Real.sin (2 * (ω * T))) * (5 * ω)⁻¹))
      atTop (𝓝 0) := by
    refine squeeze_zero_norm' ?_ hbound
    filter_upwards [eventually_gt_atTop (0 : ℝ)] with T hT
    rw [Real.norm_eq_abs, abs_mul, abs_mul, abs_of_pos (inv_pos.mpr hT)]
    exact mul_le_mul_of_nonneg_left
      (mul_le_mul_of_nonneg_right (hb T) (abs_nonneg _)) (inv_pos.mpr hT).le
  have h2 := hlim.const_add (1 / 5)
  rw [add_zero] at h2
  refine h2.congr' ?_
  filter_upwards [eventually_gt_atTop (0 : ℝ)] with T hT
  rw [hint T]
  linear_combination (-(1 / 5) : ℝ) * mul_inv_cancel₀ hT.ne'

end

end RandomFieldCorrelation
```

```lean
#print axioms RandomFieldCorrelation.fieldAxis_unit
#print axioms RandomFieldCorrelation.perpendicular_field
#print axioms RandomFieldCorrelation.randomFieldFactor_min
#print axioms RandomFieldCorrelation.hard_core_value
```

```
'RandomFieldCorrelation.fieldAxis_unit' depends on axioms: [propext, Classical.choice, Quot.sound]
'RandomFieldCorrelation.perpendicular_field' depends on axioms: [propext, Classical.choice, Quot.sound]
'RandomFieldCorrelation.randomFieldFactor_min' depends on axioms: [propext, Classical.choice, Quot.sound]
'RandomFieldCorrelation.hard_core_value' depends on axioms: [propext, Classical.choice, Quot.sound]
```

Q: Would a quantum description have looked different?

A: It could have rotated the rank-2 alignment tensor and defined the factor as one fifth of the trace of its $5\times5$ rotation matrix. The eigenvalues are $e^{ima}$ for $m=-2,\dots,2$, so the three terms of the formula appear at once. The average over field directions would then be hidden in the definition, whereas here it is an explicit integral. The perpendicular case would need a particular matrix element instead of the trace.
